# No first-order field error in a reversal-symmetric linear transport model

A solver that drives electrons with a finite field returns a current at that field, while the quantity wanted is usually the conductivity at zero field. If the order of the error is unknown, the extrapolation to zero can go wrong. Take one relaxing variable $f$ with $(1+E)f=1$. Its response $1/(1+E)$ differs from the zero-field value by $-E$ to leading order, and a fit of the form $a+cE^2$ through the values at $E$ and $2E$ still misses the intercept at first order in $E$. The fit is sound if the response contains only even powers of the field. In the linear model below this follows from symmetry under reversal of all momenta, as in a crystal with inversion symmetry.

## From the driven distribution to even powers of the field

In a uniform steady state, with charge and $\hbar$ set to one, write the electron distribution as equilibrium plus $E f$. Drift and linearized collisions balance when
$$(C+EA)f=b .$$
Here $C$ is the collision matrix in a finite real basis, $A$ represents the momentum derivative, and $b$ is minus the momentum derivative of the equilibrium distribution. With $v$ the velocity, the current divided by the field is
$$s(E)=\langle v,(C+EA)^{-1}b\rangle .$$

Momentum reversal is a matrix $R$ with $R^T=R$ and $R^2=1$. Assume
$$RCR=C,\quad RAR=-A,\quad Rb=-b,\quad Rv=-v ,$$
and let $C$ be invertible. The claim is that $s$ is even wherever it is defined, and that
$$\frac{s(E)-s(0)}{E^2}\to\langle v,(C^{-1}A)^2C^{-1}b\rangle\qquad(E\to0,\ E\neq0).$$

For any matrix $M$, the symmetry of $R$ gives
$$\langle v,RMRb\rangle=\langle Rv,MRb\rangle=\langle -v,M(-b)\rangle=\langle v,Mb\rangle .$$
Moreover $R(C+EA)R=C-EA$. Since $R$ is its own inverse, $C-EA$ is invertible whenever $C+EA$ is, with inverse $R(C+EA)^{-1}R$. Putting $M=(C+EA)^{-1}$ yields $s(-E)=s(E)$.

Now set $K=C^{-1}A$ and $c_k=\langle v,K^kC^{-1}b\rangle$. Inverting $RCR=C$ gives $RC^{-1}R=C^{-1}$, so $RKR=(RC^{-1}R)(RAR)=-K$. Hence $R\,K^{2k+1}C^{-1}R=-K^{2k+1}C^{-1}$, and the matrix-element identity gives $c_{2k+1}=-c_{2k+1}=0$.

Let $P(E)=(C+EA)^{-1}$ and $r_k(E)=\langle v,K^kP(E)b\rangle$, so that $s=r_0$. Multiplying $(C+EA)P(E)=1$ by $C^{-1}$ from the left gives $P(E)=C^{-1}-EKP(E)$, and therefore
$$r_k(E)=c_k-E\,r_{k+1}(E).$$
Two applications, with $c_{2m+1}=0$, give $r_{2m}=c_{2m}+E^2r_{2m+2}$. By induction,
$$s(E)=\sum_{j=0}^{m-1}E^{2j}c_{2j}+E^{2m}r_{2m}(E).$$
This is an identity with a closed remainder, and no series has to converge.

The determinant of $C+EA$ is continuous in $E$ and nonzero at $E=0$, so it stays nonzero nearby. The inverse, being the adjugate divided by the determinant, is continuous there, and $r_k(E)\to c_k$. For $m=1$ the expansion reads $(s(E)-s(0))/E^2=r_2(E)$, which tends to $c_2$.

## Cancelling the quadratic term with two fields

For $m=2$ we have $s(E)=c_0+E^2c_2+E^4r_4(E)$. The quadratic terms cancel in
$$\frac{4s(E)-s(2E)}{3}-s(0)=E^4\,\frac{4r_4(E)-16r_4(2E)}{3},$$
and after division by $E^4$ the right side tends to $-4c_4$.

In a calculation that finds the steady current $J$ by time stepping at fixed field, two runs give $J(E)/E$ and $J(2E)/(2E)$. These are $s(E)$ and $s(2E)$ if the collisions are linear, and the zero-field estimate is four thirds of the first minus one third of the second. A run at $-E$ would add no new value of $s$.

## One mode and two modes

With a single mode, $R=\pm1$ and $RAR=A$, so oddness forces $A=0$ and the response does not depend on the field. Field dependence first appears with two modes. Number them 0 and 1, the first even and the second odd under reversal, and take
$$C=\begin{pmatrix}2&0\\0&1\end{pmatrix},\quad A=\begin{pmatrix}0&1\\-1&0\end{pmatrix},\quad b=v=\begin{pmatrix}0\\1\end{pmatrix}.$$
The determinant of $C+EA$ is $2+E^2$, and the entry of the inverse in row 1, column 1 is $2/(2+E^2)=s(E)$. Thus $s(0)=1$ and $c_2=-1/2$. At $E=0.1$ the response is $0.99502$ and at $E=0.2$ it is $0.98039$; the combination gives $0.99990$.

## The response and its parities in Lean

The basis is indexed by an arbitrary finite type `n`, and all entries are real.

```lean
import Mathlib

open Matrix Filter Topology

namespace FiniteFieldConductivity

variable {n : Type*} [Fintype n] [DecidableEq n]
variable {R C A : Matrix n n ℝ} {b v : n → ℝ}
```

The function `conductivity` is $s(E)$. The name usually refers to the zero-field limit; here it means current over field at the stated $E$. In the code `⬝ᵥ` is the dot product and `*ᵥ` applies a matrix to a vector.

```lean
/-- The response `⟨v, (C + E A)⁻¹ b⟩` at field `E`, with collision matrix `C`, drift matrix `A`,
source `b` and velocity `v`; where `C + E A` is singular, Lean's matrix inverse is zero and so is
this value. -/
noncomputable def conductivity (C A : Matrix n n ℝ) (b v : n → ℝ) (E : ℝ) : ℝ :=
  v ⬝ᵥ ((C + E • A)⁻¹ *ᵥ b)
```

Lean assigns a value to the inverse of a singular matrix too, so the theorems assume invertibility where they need it. One of them takes an explicit inverse `G` with `C * G = 1`; the others use `IsUnit` of a determinant, which for real numbers means nonzero.

The next structure collects the six conditions on $R$. The condition `even` stands for collision rates that are unchanged when all momenta are reversed, as in a crystal with inversion symmetry.

```lean
/-- Momentum reversal `R` is a symmetric involution under which collisions are even, while the
field drift, the source and the velocity are odd. -/
structure ReversalParity (R C A : Matrix n n ℝ) (b v : n → ℝ) : Prop where
  symm : Rᵀ = R
  invol : R * R = 1
  even : R * C * R = C
  odd : R * A * R = -A
  source : R *ᵥ b = -b
  velocity : R *ᵥ v = -v
```

Invertibility of $C$ is a separate hypothesis. Physically, collisions leave no perturbation in the basis unrelaxed. If they conserve particle number, the basis must exclude perturbations that carry net particle number. Purely elastic scattering, as from static impurities alone, is not covered when the basis contains a perturbation that depends only on energy, because such scattering does not relax it. The theorems do not cover every step from these matrices to a real conductor. One open step is the limit of continuous momentum, where the drift is an unbounded derivative and the range of small fields may shrink as the basis grows. Another is the linearization of the collisions: terms nonlinear in the deviation from equilibrium are dropped here, and they can change the coefficient of $E^2$.

## Reversal acting on matrix elements

The first lemma is the identity for $\langle v,RMRb\rangle$. The auxiliary `hv` moves $R$ onto the velocity, and the two minus signs cancel.

```lean
/-- Under the reversal parities, conjugating any matrix by momentum reversal leaves its matrix
element between velocity and source unchanged. -/
theorem reversal_matrix_element (h : ReversalParity R C A b v) (M : Matrix n n ℝ) :
    v ⬝ᵥ ((R * M * R) *ᵥ b) = v ⬝ᵥ (M *ᵥ b) := by
  have hv : v ᵥ* R = -v := by
    rw [← Matrix.mulVec_transpose, h.symm, h.velocity]
  rw [← Matrix.mulVec_mulVec, ← Matrix.mulVec_mulVec, h.source,
    Matrix.dotProduct_mulVec v R, hv, Matrix.mulVec_neg, neg_dotProduct, dotProduct_neg, neg_neg]
```

For evenness, `hconj` is the conjugation $R(C+EA)R=C-EA$. Its determinant gives invertibility at $-E$, and inverting the product gives equality of the responses.

```lean
/-- Under the reversal parities, if the transport equation is uniquely solvable at field `E`, it is
so at field `-E`, and the two responses are equal. -/
theorem conductivity_even (h : ReversalParity R C A b v) {E : ℝ}
    (hE : IsUnit (C + E • A).det) :
    IsUnit (C + (-E) • A).det ∧ conductivity C A b v (-E) = conductivity C A b v E := by
  -- momentum reversal flips the sign of the field
  have hconj : R * (C + E • A) * R = C + (-E) • A := by
    rw [mul_add, add_mul, Matrix.mul_smul, Matrix.smul_mul, h.even, h.odd, smul_neg, neg_smul]
  have hR : IsUnit R.det := Matrix.isUnit_det_of_left_inverse h.invol
  have hRinv : R⁻¹ = R := Matrix.inv_eq_right_inv h.invol
  constructor
  · rw [← hconj, Matrix.det_mul, Matrix.det_mul]
    exact (hR.mul hE).mul hR
  · unfold conductivity
    rw [← hconj, Matrix.mul_inv_rev, Matrix.mul_inv_rev, hRinv, ← mul_assoc,
      reversal_matrix_element h]
```

In the next theorem `G` denotes $C^{-1}$, introduced through `C * G = 1`. The steps `hGR` and `hK` are $RC^{-1}R=C^{-1}$ and $RKR=-K$; `hsplit` inserts $R^2=1$ between factors, and `hp` extends the sign rule to powers by induction. The final `linarith` concludes that a number equal to its negative is zero.

```lean
/-- Under the reversal parities, every odd-order coefficient of the field expansion vanishes;
`G` is the inverse of the collision matrix. -/
theorem odd_order_vanishes (h : ReversalParity R C A b v) {G : Matrix n n ℝ}
    (hG : C * G = 1) (k : ℕ) :
    v ⬝ᵥ (((G * A) ^ (2 * k + 1) * G) *ᵥ b) = 0 := by
  have hRinv : R⁻¹ = R := Matrix.inv_eq_right_inv h.invol
  have hCG : C⁻¹ = G := Matrix.inv_eq_right_inv hG
  have hGR : R * G * R = G := by
    have e : (R * C * R)⁻¹ = C⁻¹ := by rw [h.even]
    rw [Matrix.mul_inv_rev, Matrix.mul_inv_rev, hRinv, hCG] at e
    rw [mul_assoc]
    exact e
  have hsplit : ∀ X Y : Matrix n n ℝ, R * (X * Y) * R = (R * X * R) * (R * Y * R) := by
    intro X Y
    calc R * (X * Y) * R = R * X * 1 * Y * R := by noncomm_ring
      _ = R * X * (R * R) * Y * R := by rw [h.invol]
      _ = (R * X * R) * (R * Y * R) := by noncomm_ring
  have hK : R * (G * A) * R = -(G * A) := by rw [hsplit, hGR, h.odd, mul_neg]
  have hp : ∀ j : ℕ, R * (G * A) ^ j * R = (-(G * A)) ^ j := by
    intro j
    induction j with
    | zero => simp [h.invol]
    | succ j ih => rw [pow_succ, hsplit, ih, hK, pow_succ]
  -- the coefficient equals its own negative
  have hs := reversal_matrix_element h ((G * A) ^ (2 * k + 1) * G)
  rw [hsplit, hp, hGR, Odd.neg_pow ⟨k, rfl⟩, neg_mul, Matrix.neg_mulVec, dotProduct_neg] at hs
  linarith
```

## The expansion and its remainder

Here `hiter` is the equation for $P(E)$ and `hstep` is the recursion $r_k=c_k-Er_{k+1}$. The induction on `m` uses the recursion twice and removes the odd coefficient `h3`; `linear_combination` checks the algebra. The sum over `Finset.range m` runs from $j=0$ to $m-1$ and is empty for $m=0$.

```lean
/-- Under the reversal parities, and with `C` and `C + E A` invertible, the response is exactly a
sum of `m` even powers of the field plus a remainder carrying the factor `E ^ (2 m)`. -/
theorem even_expansion (h : ReversalParity R C A b v) (hC : IsUnit C.det) {E : ℝ}
    (hE : IsUnit (C + E • A).det) (m : ℕ) :
    conductivity C A b v E =
      ∑ j ∈ Finset.range m, E ^ (2 * j) * (v ⬝ᵥ (((C⁻¹ * A) ^ (2 * j) * C⁻¹) *ᵥ b)) +
        E ^ (2 * m) * (v ⬝ᵥ (((C⁻¹ * A) ^ (2 * m) * (C + E • A)⁻¹) *ᵥ b)) := by
  -- the integral-equation form of the transport problem
  have hiter : (C + E • A)⁻¹ = C⁻¹ - E • (C⁻¹ * A * (C + E • A)⁻¹) := by
    have h1 : C⁻¹ * ((C + E • A) * (C + E • A)⁻¹) = C⁻¹ := by
      rw [Matrix.mul_nonsing_inv _ hE, mul_one]
    rw [← mul_assoc, mul_add, Matrix.mul_smul, Matrix.nonsing_inv_mul _ hC, add_mul, one_mul,
      Matrix.smul_mul] at h1
    exact eq_sub_of_add_eq h1
  have hstep : ∀ k : ℕ, v ⬝ᵥ (((C⁻¹ * A) ^ k * (C + E • A)⁻¹) *ᵥ b) =
      v ⬝ᵥ (((C⁻¹ * A) ^ k * C⁻¹) *ᵥ b) -
        E * (v ⬝ᵥ (((C⁻¹ * A) ^ (k + 1) * (C + E • A)⁻¹) *ᵥ b)) := by
    intro k
    have hm : (C⁻¹ * A) ^ k * (C + E • A)⁻¹ =
        (C⁻¹ * A) ^ k * C⁻¹ - E • ((C⁻¹ * A) ^ (k + 1) * (C + E • A)⁻¹) := by
      refine (congrArg (fun X => (C⁻¹ * A) ^ k * X) hiter).trans ?_
      simp only [mul_sub, Matrix.mul_smul, pow_succ, mul_assoc]
    rw [hm, Matrix.sub_mulVec, dotProduct_sub, Matrix.smul_mulVec, dotProduct_smul, smul_eq_mul]
  induction m with
  | zero => simp [conductivity]
  | succ m ih =>
    have h3 := odd_order_vanishes h (Matrix.mul_nonsing_inv C hC) m
    have e : 2 * (m + 1) = 2 * m + 1 + 1 := by ring
    rw [Finset.sum_range_succ, e]
    linear_combination ih + E ^ (2 * m) * hstep (2 * m) -
      E ^ (2 * m + 1) * hstep (2 * m + 1) - E ^ (2 * m + 1) * h3
```

The continuity argument needs no parity. Its first part says that $C+EA$ is invertible for all $E$ near zero, and its second that $r_j(E)\to c_j$. The proof writes the inverse through the determinant and adjugate, as above.

```lean
/-- If the collision matrix is invertible, then `C + E A` is invertible for all small fields, and
the remainder matrix elements tend to their zero-field values. -/
theorem remainder_tendsto (hC : IsUnit C.det) (A : Matrix n n ℝ) (b v : n → ℝ) (j : ℕ) :
    (∀ᶠ E : ℝ in 𝓝 0, IsUnit (C + E • A).det) ∧
    Tendsto (fun E : ℝ => v ⬝ᵥ (((C⁻¹ * A) ^ j * (C + E • A)⁻¹) *ᵥ b)) (𝓝 0)
      (𝓝 (v ⬝ᵥ (((C⁻¹ * A) ^ j * C⁻¹) *ᵥ b))) := by
  have hM : Continuous fun E : ℝ => C + E • A :=
    continuous_const.add (continuous_id.smul continuous_const)
  have h0 : (C + (0 : ℝ) • A).det ≠ 0 := by simpa using hC.ne_zero
  constructor
  · exact (hM.matrix_det.continuousAt.eventually_ne h0).mono fun E hE => isUnit_iff_ne_zero.mpr hE
  · have hinv : ContinuousAt (fun E : ℝ => (C + E • A)⁻¹) 0 := by
      simp only [Matrix.inv_def, Ring.inverse_eq_inv']
      exact (hM.matrix_det.continuousAt.inv₀ h0).smul hM.matrix_adjugate.continuousAt
    have hvec : Continuous fun X : Matrix n n ℝ => ((C⁻¹ * A) ^ j * X) *ᵥ b :=
      (continuous_const.matrix_mul continuous_id).matrix_mulVec continuous_const
    have hdot : Continuous fun w : n → ℝ => v ⬝ᵥ w := by
      unfold dotProduct
      fun_prop
    have ht := ((hdot.comp hvec).tendsto ((C + (0 : ℝ) • A)⁻¹)).comp hinv.tendsto
    simpa [Function.comp_def] using ht
```

## The limits at zero field

The notation `𝓝[≠] 0` means that $E$ approaches zero without being zero. The proof starts from the limit of $r_2$ and uses `congr'` to replace $r_2(E)$ by the difference quotient, which equals it at small nonzero fields by the expansion with $m=1$. The limit may vanish, as it does for one mode, so the error is of second order or higher.

```lean
/-- Under the reversal parities and with an invertible collision matrix, the finite-field change of
the response divided by `E²` tends to `⟨v, (C⁻¹ A)² C⁻¹ b⟩` as the field goes to zero. -/
theorem finite_field_error (h : ReversalParity R C A b v) (hC : IsUnit C.det) :
    Tendsto (fun E : ℝ => (conductivity C A b v E - conductivity C A b v 0) / E ^ 2) (𝓝[≠] 0)
      (𝓝 (v ⬝ᵥ (((C⁻¹ * A) ^ 2 * C⁻¹) *ᵥ b))) := by
  obtain ⟨hunit, hlim⟩ := remainder_tendsto hC A b v 2
  refine (hlim.mono_left nhdsWithin_le_nhds).congr' ?_
  filter_upwards [nhdsWithin_le_nhds hunit, self_mem_nhdsWithin] with E hE hne
  have hne' : E ≠ 0 := hne
  have e0 : conductivity C A b v 0 = v ⬝ᵥ (C⁻¹ *ᵥ b) := by simp [conductivity]
  have e := even_expansion h hC hE 1
  simp only [Finset.sum_range_one, mul_zero, mul_one, pow_zero, one_mul] at e
  rw [eq_div_iff (pow_ne_zero 2 hne')]
  linear_combination e0 - e
```

For the two-field combination, `key` is a statement about scalar functions: given $s(E)=a+E^2p+E^4r(E)$ near zero and $r(E)\to q$, the scaled error tends to $-4q$. The expansion with $m=2$ supplies this form.

```lean
/-- Under the reversal parities and with an invertible collision matrix, Richardson extrapolation
from the fields `E` and `2E` has an error which, divided by `E⁴`, tends to
`-4 ⟨v, (C⁻¹ A)⁴ C⁻¹ b⟩` as the field goes to zero. -/
theorem richardson_error (h : ReversalParity R C A b v) (hC : IsUnit C.det) :
    Tendsto (fun E : ℝ => ((4 * conductivity C A b v E - conductivity C A b v (2 * E)) / 3 -
      conductivity C A b v 0) / E ^ 4) (𝓝[≠] 0)
      (𝓝 (-4 * (v ⬝ᵥ (((C⁻¹ * A) ^ 4 * C⁻¹) *ᵥ b)))) := by
  -- the scalar extrapolation argument
  have key : ∀ (s r : ℝ → ℝ) (a p q : ℝ), Tendsto r (𝓝 0) (𝓝 q) →
      (∀ᶠ E in 𝓝 0, s E = a + E ^ 2 * p + E ^ 4 * r E) →
      Tendsto (fun E => ((4 * s E - s (2 * E)) / 3 - a) / E ^ 4) (𝓝[≠] 0) (𝓝 (-4 * q)) := by
    intro s r a p q hr hs
    have h2 : Tendsto (fun E : ℝ => 2 * E) (𝓝 0) (𝓝 0) :=
      (by fun_prop : Continuous fun E : ℝ => 2 * E).tendsto' 0 0 (by simp)
    have hq : -4 * q = (4 * q - 16 * q) / 3 := by ring
    rw [hq]
    refine ((((hr.const_mul 4).sub ((hr.comp h2).const_mul 16)).div_const 3).mono_left
      nhdsWithin_le_nhds).congr' ?_
    filter_upwards [nhdsWithin_le_nhds hs, nhdsWithin_le_nhds (h2.eventually hs),
      self_mem_nhdsWithin] with E h1 h3 hne
    have hne' : E ≠ 0 := hne
    rw [eq_div_iff (pow_ne_zero 4 hne'), h1, h3]
    simp only [Function.comp_apply]
    ring
  obtain ⟨hunit, hlim⟩ := remainder_tendsto hC A b v 4
  refine key _ _ _ (v ⬝ᵥ (((C⁻¹ * A) ^ 2 * C⁻¹) *ᵥ b)) _ hlim ?_
  filter_upwards [hunit] with E hE
  have e0 : conductivity C A b v 0 = v ⬝ᵥ (C⁻¹ *ᵥ b) := by simp [conductivity]
  have e := even_expansion h hC hE 2
  have h4 : 2 * 2 = 4 := rfl
  simp only [Finset.sum_range_succ, Finset.sum_range_zero, mul_zero, mul_one, pow_zero, one_mul,
    zero_add, h4] at e
  linear_combination e - e0
```

The last theorem confirms that the two-mode model meets the parity and invertibility conditions and has the stated response at every real field. Most of the proof compares entries; `hi` supplies the explicit inverse, which is verified by multiplication.

```lean
/-- A two-mode model with an invertible collision matrix satisfies the reversal parities, and its
response at field `E` is `2 / (2 + E²)`. -/
theorem reversalParity_witness :
    ReversalParity !![1, 0; 0, -1] !![2, 0; 0, 1] !![0, 1; -1, 0] ![0, 1] ![0, 1] ∧
    IsUnit (!![2, 0; 0, 1] : Matrix (Fin 2) (Fin 2) ℝ).det ∧
    ∀ E : ℝ, conductivity !![2, 0; 0, 1] !![0, 1; -1, 0] ![0, 1] ![0, 1] E = 2 / (2 + E ^ 2) := by
  refine ⟨⟨?_, ?_, ?_, ?_, ?_, ?_⟩, ?_, ?_⟩
  · ext i j
    fin_cases i <;> fin_cases j <;> simp
  · ext i j
    fin_cases i <;> fin_cases j <;> simp [Matrix.mul_apply, Fin.sum_univ_succ]
  · ext i j
    fin_cases i <;> fin_cases j <;> simp [Matrix.mul_apply, Fin.sum_univ_succ]
  · ext i j
    fin_cases i <;> fin_cases j <;> simp [Matrix.mul_apply, Fin.sum_univ_succ]
  · ext i
    fin_cases i <;> simp [Matrix.mulVec, dotProduct, Fin.sum_univ_succ]
  · ext i
    fin_cases i <;> simp [Matrix.mulVec, dotProduct, Fin.sum_univ_succ]
  · simp [Matrix.det_fin_two]
  · intro E
    have hd : 2 + E ^ 2 ≠ 0 := by positivity
    have hi : ((!![2, 0; 0, 1] : Matrix (Fin 2) (Fin 2) ℝ) + E • !![0, 1; -1, 0])⁻¹ =
        !![1 / (2 + E ^ 2), -E / (2 + E ^ 2); E / (2 + E ^ 2), 2 / (2 + E ^ 2)] := by
      apply Matrix.inv_eq_right_inv
      ext i j
      fin_cases i <;> fin_cases j <;> simp [Matrix.mul_apply, Fin.sum_univ_succ] <;>
        field_simp <;> ring
    rw [conductivity, hi]
    simp [Matrix.mulVec, dotProduct, Fin.sum_univ_succ]

end FiniteFieldConductivity
```

```lean
#print axioms FiniteFieldConductivity.conductivity_even
#print axioms FiniteFieldConductivity.finite_field_error
#print axioms FiniteFieldConductivity.richardson_error
```

```
'FiniteFieldConductivity.conductivity_even' depends on axioms: [propext, Classical.choice, Quot.sound]
'FiniteFieldConductivity.finite_field_error' depends on axioms: [propext, Classical.choice, Quot.sound]
'FiniteFieldConductivity.richardson_error' depends on axioms: [propext, Classical.choice, Quot.sound]
```
